# On a nonempty finite set of sites, an energy is a sum of one-site terms exactly when all mixed second differences between distinct sites vanish

When an energy is known only as a number for each configuration, a failed attempt to split it into one-site terms leaves open whether the sites interact or the attempt was a poor one. For a nonempty finite set of sites, the mixed second differences of the energy settle the question.

```lean
import Mathlib

open Function

namespace NonInteractingSums

noncomputable section

variable {ι : Type*} [DecidableEq ι] {S : ι → Type*}

/-- The mixed second difference of `F` at the configuration `x`, when the state of site `i`
is changed to `a` and the state of site `j` to `b`. -/
def mixedDiff (F : (∀ k, S k) → ℝ) (i j : ι) (a : S i) (b : S j) (x : ∀ k, S k) : ℝ :=
  F (update (update x i a) j b) - F (update x i a) - F (update x j b) + F x

/-- If all mixed second differences between distinct sites vanish, the response of `F` to a
change at site `i` is the same before and after the sites of a finite set `s` not containing
`i` are switched from `r` to `x`. -/
theorem response_independent {F : (∀ k, S k) → ℝ}
    (h : ∀ i j, i ≠ j → ∀ a b x, mixedDiff F i j a b x = 0)
    (r x : ∀ k, S k) (i : ι) (c : S i) (s : Finset ι) (hi : i ∉ s) :
    F (update (s.piecewise x r) i c) - F (s.piecewise x r) = F (update r i c) - F r := by
  induction s using Finset.induction_on with
  | empty => rw [Finset.piecewise_empty]
  | insert b s hb ih =>
    rw [Finset.mem_insert, not_or] at hi
    -- switching one more site `b` leaves the response at `i` unchanged
    have h1 := h b i (Ne.symm hi.1) (x b) c (s.piecewise x r)
    have h2 := ih hi.2
    unfold mixedDiff at h1
    rw [Finset.piecewise_insert]
    linarith

variable [Fintype ι]

/-- `F` is non-interacting if it is a sum of one-site functions. -/
def IsNonInteracting (F : (∀ k, S k) → ℝ) : Prop :=
  ∃ f : ∀ k, S k → ℝ, ∀ x, F x = ∑ k, f k (x k)

/-- The mixed second difference of a non-interacting function vanishes for any two distinct
sites. -/
theorem IsNonInteracting.mixedDiff_eq_zero {F : (∀ k, S k) → ℝ} (hF : IsNonInteracting F)
    {i j : ι} (hij : i ≠ j) (a : S i) (b : S j) (x : ∀ k, S k) :
    mixedDiff F i j a b x = 0 := by
  obtain ⟨f, hf⟩ := hF
  unfold mixedDiff
  simp only [hf]
  rw [← Finset.sum_sub_distrib, ← Finset.sum_sub_distrib, ← Finset.sum_add_distrib]
  -- the four terms cancel at each site separately
  apply Finset.sum_eq_zero
  intro k _
  rcases eq_or_ne k j with rfl | hk
  · simp only [update_self, update_of_ne hij.symm]
    ring
  · simp only [update_of_ne hk]
    ring

/-- If all mixed second differences between distinct sites vanish, `F x` is its value at any
reference configuration `r` plus the sum of the changes caused by each site alone. -/
theorem eq_reference_add_sum {F : (∀ k, S k) → ℝ}
    (h : ∀ i j, i ≠ j → ∀ a b x, mixedDiff F i j a b x = 0) (r x : ∀ k, S k) :
    F x = F r + ∑ k, (F (update r k (x k)) - F r) := by
  -- switch the sites from `r` to `x` one after another
  have key : ∀ s : Finset ι,
      F (s.piecewise x r) = F r + ∑ k ∈ s, (F (update r k (x k)) - F r) := by
    intro s
    induction s using Finset.induction_on with
    | empty => rw [Finset.piecewise_empty, Finset.sum_empty, add_zero]
    | insert a s ha ih =>
      have h1 := response_independent h r x a (x a) s ha
      rw [Finset.piecewise_insert, Finset.sum_insert ha]
      linarith
  have h2 := key Finset.univ
  rwa [Finset.piecewise_univ] at h2

/-- On a nonempty finite set of sites, a function of the configuration is a sum of one-site
functions if and only if its mixed second difference vanishes for every two distinct sites, at
every configuration and for every change of the two local states. -/
theorem isNonInteracting_iff_mixedDiff [Nonempty ι] (F : (∀ k, S k) → ℝ) :
    IsNonInteracting F ↔ ∀ i j, i ≠ j → ∀ a b x, mixedDiff F i j a b x = 0 := by
  constructor
  · intro hF i j hij a b x
    exact hF.mixedDiff_eq_zero hij a b x
  · intro h
    rcases isEmpty_or_nonempty (∀ k, S k) with hE | ⟨⟨r⟩⟩
    · exact ⟨fun _ _ => 0, fun x => (hE.false x).elim⟩
    · obtain ⟨k₀⟩ := ‹Nonempty ι›
      -- the constant `F r` is assigned to the site `k₀`
      refine ⟨fun k s => (F (update r k s) - F r) + if k = k₀ then F r else 0, fun x => ?_⟩
      rw [Finset.sum_add_distrib, Finset.sum_ite_eq', if_pos (Finset.mem_univ k₀),
        eq_reference_add_sum h r x]
      ring

/-- For nonempty local state sets, two families of one-site functions have the same sum at every
configuration if and only if they differ by site constants that add up to zero. -/
theorem sum_eq_sum_iff_shift [∀ k, Nonempty (S k)] (f g : ∀ k, S k → ℝ) :
    (∀ x : ∀ k, S k, ∑ k, f k (x k) = ∑ k, g k (x k)) ↔
      ∃ c : ι → ℝ, ∑ k, c k = 0 ∧ ∀ k s, f k s = g k s + c k := by
  constructor
  · intro h
    obtain ⟨r⟩ : Nonempty (∀ k, S k) := inferInstance
    have hd : ∀ x : ∀ k, S k, ∑ k, (f k (x k) - g k (x k)) = 0 := by
      intro x
      rw [Finset.sum_sub_distrib, h x, sub_self]
    refine ⟨fun k => f k (r k) - g k (r k), hd r, fun k s => ?_⟩
    -- changing only site `k` isolates its contribution
    have h1 : ∑ j, ((f j (update r k s j) - g j (update r k s j)) - (f j (r j) - g j (r j)))
        = (f k s - g k s) - (f k (r k) - g k (r k)) := by
      rw [Finset.sum_eq_single k]
      · rw [update_self]
      · intro j _ hj
        rw [update_of_ne hj, sub_self]
      · intro hk
        exact (hk (Finset.mem_univ k)).elim
    rw [Finset.sum_sub_distrib, hd, hd] at h1
    linarith
  · rintro ⟨c, hc, h⟩ x
    simp only [h]
    rw [Finset.sum_add_distrib, hc, add_zero]

/-- An Ising bond `J σᵢ σⱼ` between two distinct sites, with spins `±1`, is non-interacting if
and only if the coupling `J` is zero. -/
theorem ising_bond_iff (J : ℝ) {i j : ι} (hij : i ≠ j) :
    IsNonInteracting (S := fun _ : ι => ℤˣ)
      (fun x => J * ((x i : ℤ) : ℝ) * ((x j : ℤ) : ℝ)) ↔ J = 0 := by
  constructor
  · intro h
    have h1 := h.mixedDiff_eq_zero hij (-1 : ℤˣ) (-1 : ℤˣ) (fun _ => (1 : ℤˣ))
    -- at the aligned state, the mixed second difference for flipping both spins is `4 J`
    simp [mixedDiff, update_of_ne hij, update_of_ne hij.symm] at h1
    linarith
  · rintro rfl
    exact ⟨fun _ _ => 0, fun x => by simp⟩

omit [DecidableEq ι] in
/-- At nonzero inverse temperature `β`, an energy function is non-interacting if and only if its
Boltzmann weight is a product of positive one-site weights. -/
theorem isNonInteracting_iff_boltzmann (F : (∀ k, S k) → ℝ) {β : ℝ} (hβ : β ≠ 0) :
    IsNonInteracting F ↔ ∃ g : ∀ k, S k → ℝ, (∀ k s, 0 < g k s) ∧
      ∀ x, Real.exp (-β * F x) = ∏ k, g k (x k) := by
  constructor
  · rintro ⟨f, hf⟩
    refine ⟨fun k s => Real.exp (-β * f k s), fun k s => Real.exp_pos _, fun x => ?_⟩
    rw [hf x, Finset.mul_sum, Real.exp_sum]
  · rintro ⟨g, hg, h⟩
    refine ⟨fun k s => -Real.log (g k s) / β, fun x => ?_⟩
    have h1 : -β * ∑ k, (-Real.log (g k (x k)) / β) = ∑ k, Real.log (g k (x k)) := by
      rw [Finset.mul_sum]
      refine Finset.sum_congr rfl fun k _ => ?_
      field_simp
    have h2 : Real.exp (∑ k, Real.log (g k (x k))) = ∏ k, g k (x k) := by
      rw [Real.exp_sum]
      exact Finset.prod_congr rfl fun k _ => Real.exp_log (hg k (x k))
    -- equal Boltzmann weights mean equal energies
    have h3 := Real.exp_injective ((h x).trans h2.symm)
    exact mul_left_cancel₀ (neg_ne_zero.mpr hβ) (h3.trans h1.symm)

/-- For finite local state sets, the partition function of a sum of one-site energies is the
product of the one-site partition functions. -/
theorem partition_function_factorises [∀ k, Fintype (S k)] (f : ∀ k, S k → ℝ) (β : ℝ) :
    ∑ x : ∀ k, S k, Real.exp (-β * ∑ k, f k (x k)) = ∏ k, ∑ s, Real.exp (-β * f k s) := by
  rw [Finset.prod_univ_sum, Fintype.piFinset_univ]
  refine Finset.sum_congr rfl fun x _ => ?_
  rw [Finset.mul_sum, Real.exp_sum]

end

end NonInteractingSums
```

```lean
#print axioms NonInteractingSums.isNonInteracting_iff_mixedDiff
-- 'NonInteractingSums.isNonInteracting_iff_mixedDiff' depends on axioms: [propext, Classical.choice, Quot.sound]
#print axioms NonInteractingSums.ising_bond_iff
-- 'NonInteractingSums.ising_bond_iff' depends on axioms: [propext, Classical.choice, Quot.sound]
#print axioms NonInteractingSums.isNonInteracting_iff_boltzmann
-- 'NonInteractingSums.isNonInteracting_iff_boltzmann' depends on axioms: [propext, Classical.choice, Quot.sound]
#print axioms NonInteractingSums.partition_function_factorises
-- 'NonInteractingSums.partition_function_factorises' depends on axioms: [propext, Classical.choice, Quot.sound]
```

## Energies, configurations and changes of local state

A configuration $x$ assigns to each site $k$ a local state $x_k$: a spin direction, an occupation number, the species of an atom. The energy $F(x)$ is a real number. If the sites don't interact, there are functions $f_k$ of one local state each, with
$$F(x)=\sum_k f_k(x_k).$$

Write $x^{i\to a}$ for the configuration $x$ with the state of site $i$ replaced by $a$. The mixed second difference for two sites $i\neq j$ is
$$F(x^{i\to a,\,j\to b})-F(x^{i\to a})-F(x^{j\to b})+F(x).$$
It compares the cost of changing site $j$ after site $i$ has been changed with the cost of the same change before. If it is nonzero, site $j$ feels the state of site $i$.

In Lean the set of sites is the type `ι`, and `S k` is the set of local states at site `k`, so different sites may have different kinds of state. A configuration has type `∀ k, S k`, the replacement $x^{i\to a}$ is `update x i a`, and the mixed second difference is `mixedDiff F i j a b x`. The property `IsNonInteracting F` says that one-site functions with the required sum exist.

The main theorem, `isNonInteracting_iff_mixedDiff`, states that `IsNonInteracting F` holds if and only if `mixedDiff F i j a b x = 0` for all distinct `i` and `j`, all new states `a` and `b`, and all configurations `x`. The set of sites must be finite and nonempty, while the local state sets may be infinite. With no sites at all there is a single configuration and the empty sum is 0, yet $F$ could be the constant 1. With one site there are no pairs to compare, and every function is non-interacting.

The condition involves two sites at a time, but it has to hold at every configuration. Take three sites with occupations 0 or 1 and $F=n_1n_2n_3$. Starting from the empty configuration, filling any two sites gives a mixed difference of 0. With the third site already filled, it gives 1. Vanishing differences at one reference configuration are therefore not enough, since a three-body term can go unnoticed there.

The theorem takes $F$ as given, with every combination of local states allowed. That the energy of a real material is such a function, with electrons and atomic positions settled once the local states are named, is a physical assumption made before the theorem applies.

In quantum mechanics, for finitely many sites of finite dimension and a Hamiltonian diagonal in a product basis, $F$ lists the diagonal entries, and a non-interacting $F$ means that the Hamiltonian is a sum of one-site operators.

## Two adsorbates on a surface

Suppose two adsorption sites can each be empty (0) or occupied (1). Four total-energy calculations give $F(0,0)$, $F(1,0)$, $F(0,1)$ and $F(1,1)$. With invented values, measured from the bare surface plus one free molecule for each occupied site, let these be $0$, $-1.2$, $-0.9$ and $-1.8$ eV. The mixed difference at the empty surface is
$$-1.8+1.2+0.9+0=0.3\ \text{eV}.$$
Independent adsorbates would have given $-2.1$ eV together, so the pair repels by 0.3 eV. A reference energy subtracted for each adsorbed molecule is a one-site term and leaves this number unchanged.

## Why one-site terms cancel

Insert $F(x)=\sum_k f_k(x_k)$ into the mixed difference and collect the terms of each site. Site $i$ contributes
$$f_i(a)-f_i(a)-f_i(x_i)+f_i(x_i)=0,$$
site $j$ contributes
$$f_j(b)-f_j(x_j)-f_j(b)+f_j(x_j)=0,$$
and any other site $k$ contributes $f_k(x_k)$ twice with each sign.

This is `IsNonInteracting.mixedDiff_eq_zero`. The proof merges the four sums into one and shows that each summand is zero. It needs only two cases, $k=j$ and $k\neq j$: away from $j$ the replacement at $j$ has no effect, and the remaining terms cancel in pairs whether or not $k$ is $i$.

## Rebuilding the energy from single changes

For the converse, assume that all mixed differences between distinct sites vanish. Fix a reference configuration $r$ and a target $x$. For a finite set $s$ of sites, let $y_s$ agree with $x$ on $s$ and with $r$ elsewhere; in Lean this is `s.piecewise x r`.

The first step is that changing a site $i\notin s$ to a state $c$ costs the same at $y_s$ as at $r$:
$$F(y_s^{i\to c})-F(y_s)=F(r^{i\to c})-F(r).$$
For empty $s$ this holds because $y_\emptyset=r$. Now add a site $b$ that is neither in $s$ nor equal to $i$. Then $y_{s\cup\{b\}}=y_s^{b\to x_b}$, and the vanishing mixed difference for the sites $b$ and $i$ at $y_s$ reads
$$F(y_s^{b\to x_b,\,i\to c})-F(y_s^{b\to x_b})=F(y_s^{i\to c})-F(y_s).$$
The left side is the cost after $b$ has been switched. The right side is the cost before, which equals the cost at $r$ by the induction hypothesis.

The lemma `response_independent` is this induction. In it `h1` is the vanishing mixed difference, `h2` is the induction hypothesis, and `linarith` combines them. The letter `b` names a site here, whereas in `mixedDiff` it names a local state.

The second step switches the sites from $r$ to $x$ one after another. Switching a site $a\notin s$ (here $a$, too, names a site) changes the energy by
$$F(y_{s\cup\{a\}})-F(y_s)=F(r^{a\to x_a})-F(r),$$
by the first step with $i=a$ and $c=x_a$. Adding these changes until $s$ contains every site, where $y_s=x$, gives
$$F(x)=F(r)+\sum_k\bigl[F(r^{k\to x_k})-F(r)\bigr].$$
This is `eq_reference_add_sum`. Its intermediate claim `key` is the same formula for a partial set `s`, proved by induction.

The bracket depends on $x_k$ alone, so only the constant $F(r)$ remains to be placed. Choose a site $k_0$ and set
$$f_k(s)=F(r^{k\to s})-F(r)+\delta_{k k_0}F(r),$$
where $s$ is now a local state, as in the Lean expression. Summing over $k$ returns $F(x)$. The main theorem supplies exactly these functions, with the Kronecker delta written as an `if`. When some local state set is empty there are no configurations, hence no $r$, and the proof takes zero functions instead.

## Freedom in the one-site functions

With two or more sites and nonempty local state sets, the one-site functions are not unique, because a constant can be moved from one site to another. The theorem `sum_eq_sum_iff_shift` describes the freedom for nonempty local state sets: two families $f$ and $g$ have the same sum at every configuration if and only if $f_k(s)=g_k(s)+c_k$ with $\sum_k c_k=0$. The only freedom is to shift the zeros of energy of the sites by amounts that add up to zero.

To see this, put $d_k=f_k-g_k$, so that $\sum_k d_k(x_k)=0$ for every $x$. Subtract this equation at $r$ from the same equation at $r^{k\to s}$. Only site $k$ differs, which leaves $d_k(s)=d_k(r_k)$. Hence $c_k=d_k(r_k)$ is a constant, and the equation at $r$ says that these constants add up to zero. In the proof, `Finset.sum_eq_single` isolates site $k$. The other direction is direct substitution.

## The Ising bond

The theorem `ising_bond_iff` applies the criterion to the function $J\sigma_i\sigma_j$ with $i\neq j$. Spins are elements of `ℤˣ`, the invertible integers, which are $1$ and $-1$. The bond is written without the minus sign that many texts put in front of $J$. Start with all spins equal to $1$ and flip $i$ and $j$. The mixed difference is
$$J-(-J)-(-J)+J=4J,$$
so a non-interacting bond has $J=0$. Conversely, for $J=0$ the function is zero, and zero one-site functions reproduce it.

## Boltzmann weights and the partition function

Let $\beta$ be the inverse temperature, $1/(k_BT)$ with Boltzmann's constant $k_B$ and temperature $T$. For $\beta\neq0$, `isNonInteracting_iff_boltzmann` says that $F$ is non-interacting if and only if
$$e^{-\beta F(x)}=\prod_k g_k(x_k)$$
with positive one-site weights $g_k$. At $\beta=0$ every weight is 1, whatever $F$ is.

If $F$ is a sum, the exponential turns it into a product with $g_k=e^{-\beta f_k}$. If the weight is a product, set $f_k=-\ln g_k/\beta$. Then
$$-\beta\sum_k f_k(x_k)=\sum_k\ln g_k(x_k),$$
and the exponential of the right side is $\prod_k g_k(x_k)=e^{-\beta F(x)}$. Since the exponential is injective, the exponents agree, and dividing by $-\beta$ gives $F(x)=\sum_k f_k(x_k)$. In the proof `h1` is the displayed identity, `h2` evaluates its exponential, and `h3` equates the exponents.

For finite local state sets, `partition_function_factorises` gives
$$\sum_x e^{-\beta\sum_k f_k(x_k)}=\prod_k z_k,\qquad z_k=\sum_s e^{-\beta f_k(s)}.$$
Each exponential on the left is a product over sites. Multiplying out the product of sums on the right gives one such term for every choice of one state per site, that is, for every configuration. This expansion is `Finset.prod_univ_sum`. The weights here are unnormalised; when every site has at least one state, the probability of $x$ is $\prod_k e^{-\beta f_k(x_k)}/z_k$, so the sites are statistically independent.
